# Counting the states of a square box: explicit bounds and the leading Weyl term

A particle of mass m moves in a two-dimensional square box of side L with hard walls. The question is how many of its stationary states have energy at most E. The states considered are standing waves labelled by two positive integers a and b:

ψ(x, y) = sin(aπx/L) sin(bπy/L)

E(a, b) = ℏ²π²(a² + b²)/(2mL²)

An energy limit is therefore a limit on a² + b². Write N(R) for the number of pairs of positive integers with a² + b² ≤ R². Here R is a dimensionless radius in the plane of quantum numbers, not a length in the box. The main result is that, for R ≥ √2,

π(R − √2)²/4 ≤ N(R) ≤ πR²/4,

and hence N(R)/R² → π/4 as R → ∞.

In Lean 4 with Mathlib:

```lean
import Mathlib

open MeasureTheory Filter Topology Real

namespace SquareBoxWeyl

noncomputable section
```

The function `wave` is unnormalised, with maximum 1 for positive labels; for L > 0 the normalised state is (2/L) times it.

```lean
/-- The standing wave with quantum numbers `a`, `b` in a square box of side `L ≠ 0`. -/
def wave (L : ℝ) (a b : ℕ) (x y : ℝ) : ℝ :=
  sin (a * π / L * x) * sin (b * π / L * y)

/-- The energy of the mode `(a, b)` for a particle of mass `m ≠ 0` in a box of side `L ≠ 0`. -/
def energy (ℏ m L : ℝ) (a b : ℕ) : ℝ :=
  ℏ ^ 2 * π ^ 2 * ((a : ℝ) ^ 2 + (b : ℝ) ^ 2) / (2 * m * L ^ 2)
```

The set `modes R` holds the pairs in the disc, and N(R) is its cardinality, `(modes R).ncard`. Pairs (a, b) and (b, a) with a ≠ b count separately, as degenerate states should. Since only R² enters, a negative R is read as |R|. The set `modesBelow` imposes the energy limit directly.

```lean
/-- The pairs of positive quantum numbers in the disc of radius `|R|`. -/
def modes (R : ℝ) : Set (ℕ × ℕ) :=
  {p | 1 ≤ p.1 ∧ 1 ≤ p.2 ∧ (p.1 : ℝ) ^ 2 + (p.2 : ℝ) ^ 2 ≤ R ^ 2}

/-- The pairs of positive quantum numbers whose energy is at most `E`, for `m ≠ 0` and `L ≠ 0`. -/
def modesBelow (ℏ m L E : ℝ) : Set (ℕ × ℕ) :=
  {p | 1 ≤ p.1 ∧ 1 ≤ p.2 ∧ energy ℏ m L p.1 p.2 ≤ E}
```

A `cell` is neither a crystal cell nor a phase-space cell. For positive a and b it consists of the half-open unit square a − 1 ≤ x < a, b − 1 ≤ y < b, whose outer corner is (a, b), and its mirror images in the other three quadrants. The complex plane serves only as a plane with an area.

```lean
/-- The points of the plane whose mirror image in the first quadrant lies in the unit square with
outer corner `p`, its two outer edges excluded. -/
def cell (p : ℕ × ℕ) : Set ℂ :=
  {z | ⌊|z.re|⌋₊ + 1 = p.1 ∧ ⌊|z.im|⌋₊ + 1 = p.2}
```

## Nonzero mass and side, positive labels

The condition L ≠ 0 says that the box has an extent, and m ≠ 0 is needed for the non-relativistic kinetic energy p²/(2m), with p the momentum, to make sense. The conditions a ≥ 1 and b ≥ 1 say that the wave has at least one half-wavelength in each direction.

By hand, differentiating sin(kx) twice gives −k² sin(kx). With k = aπ/L in x and k = bπ/L in y,

−ℏ²(∂²ψ/∂x² + ∂²ψ/∂y²) = ℏ²π²(a² + b²)/L² · ψ = 2m E(a, b) ψ.

This is the Schrödinger equation multiplied by 2m. On the walls the sines are taken at 0, aπ or bπ, so ψ vanishes. At x = L/(2a), y = L/(2b) both sines equal 1.

```lean
/-- The second derivative of a sine wave of wave number `k` is `-k²` times the wave. -/
theorem deriv_deriv_sin (k c x : ℝ) :
    deriv (deriv (fun t => sin (k * t) * c)) x = -k ^ 2 * (sin (k * x) * c) := by
  have hk : ∀ t, HasDerivAt (fun s : ℝ => k * s) k t := fun t => by
    simpa using (hasDerivAt_id' t).const_mul k
  have h1 : deriv (fun t => sin (k * t) * c) = fun t => cos (k * t) * k * c :=
    funext fun t => ((hk t).sin.mul_const c).deriv
  rw [h1]
  exact (((hk x).cos.mul_const k).mul_const c).deriv.trans (by ring)

/-- For nonzero mass and side and positive quantum numbers, the standing wave solves the
Schrödinger equation (multiplied by `2m`), vanishes on the four walls, and reaches the value 1. -/
theorem wave_is_mode (ℏ : ℝ) {m L : ℝ} (hm : m ≠ 0) (hL : L ≠ 0) {a b : ℕ}
    (ha : 1 ≤ a) (hb : 1 ≤ b) :
    (∀ x y, -ℏ ^ 2 * (deriv (deriv fun t => wave L a b t y) x
        + deriv (deriv fun t => wave L a b x t) y)
      = 2 * m * energy ℏ m L a b * wave L a b x y) ∧
    (∀ t, wave L a b 0 t = 0 ∧ wave L a b L t = 0 ∧ wave L a b t 0 = 0 ∧ wave L a b t L = 0) ∧
    wave L a b (L / (2 * a)) (L / (2 * b)) = 1 := by
  refine ⟨fun x y => ?_, fun t => ?_, ?_⟩
  · have hy : (fun t => wave L a b x t)
        = fun t => sin (b * π / L * t) * sin (a * π / L * x) :=
      funext fun t => mul_comm _ _
    have hx : (fun t => wave L a b t y)
        = fun t => sin (a * π / L * t) * sin (b * π / L * y) := rfl
    rw [hx, hy, deriv_deriv_sin, deriv_deriv_sin]
    unfold energy wave
    generalize sin (a * π / L * x) = s
    generalize sin (b * π / L * y) = r
    have hm' : m * m⁻¹ = 1 := mul_inv_cancel₀ hm
    linear_combination (-(ℏ ^ 2 * π ^ 2 * ((a : ℝ) ^ 2 + (b : ℝ) ^ 2) / L ^ 2 * s * r)) * hm'
  · simp [wave, div_mul_cancel₀ _ hL, Real.sin_nat_mul_pi]
  · have key : ∀ n : ℕ, 1 ≤ n → (n : ℝ) * π / L * (L / (2 * n)) = π / 2 := by
      intro n hn
      have hn' : (n : ℝ) ≠ 0 := by
        exact_mod_cast (by omega : n ≠ 0)
      field_simp
    simp only [wave, key a ha, key b hb, Real.sin_pi_div_two, mul_one]
```

The theorem `wave_is_mode` states these three facts. Its proof applies `deriv_deriv_sin` once in each direction and uses m ≠ 0 to cancel the mass. It uses L ≠ 0 at the far walls and at the maximum, and the positive labels only at the maximum. If either label is 0, the wave vanishes everywhere and is no state.

One step to the physical spectrum is left to standard theory: that these sine products form a complete orthogonal set, so that counting pairs counts all states with their multiplicity.

## Positive labels and the upper bound, for every R

The upper bound needs no condition on R. The count is finite because a² + b² ≤ R² forces both a and b to be at most |R|. This is `modes_finite`, and it matters because `ncard` assigns 0 to an infinite set.

```lean
/-- Only finitely many modes lie in a disc. -/
theorem modes_finite (R : ℝ) : (modes R).Finite := by
  apply (Set.finite_Iic (⌊|R|⌋₊, ⌊|R|⌋₊)).subset
  rintro ⟨a, b⟩ ⟨_, _, h⟩
  have h' : (a : ℝ) ^ 2 + (b : ℝ) ^ 2 ≤ R ^ 2 := h
  exact ⟨Nat.le_floor ((le_abs_self _).trans (sq_le_sq.mp (by nlinarith [sq_nonneg (b : ℝ)]))),
    Nat.le_floor ((le_abs_self _).trans (sq_le_sq.mp (by nlinarith [sq_nonneg (a : ℝ)])))⟩
```

For a positive integer n, the points with n − 1 ≤ |x| < n are the interval (−n, n) with (−(n − 1), n − 1) removed. Their length is

2n − 2(n − 1) = 2.

The lemma `volume_shell` performs this subtraction. It needs n ≥ 1, since for n = 0 the set is empty.

```lean
/-- For a positive integer `n`, the points of the line with `n - 1 ≤ |x| < n` form a measurable
set of length 2. -/
theorem volume_shell {n : ℕ} (hn : 1 ≤ n) :
    MeasurableSet {x : ℝ | ⌊|x|⌋₊ + 1 = n} ∧ volume {x : ℝ | ⌊|x|⌋₊ + 1 = n} = 2 := by
  obtain ⟨k, rfl⟩ : ∃ k, n = k + 1 := ⟨n - 1, by omega⟩
  have h : {x : ℝ | ⌊|x|⌋₊ + 1 = k + 1}
      = Set.Ioo (-((k : ℝ) + 1)) (k + 1) \ Set.Ioo (-(k : ℝ)) k := by
    ext x
    simp only [Set.mem_ofPred_eq, Set.mem_sdiff, Set.mem_Ioo, ← abs_lt, not_lt, add_left_inj]
    rw [Nat.floor_eq_iff (abs_nonneg x)]
    exact and_comm
  rw [h]
  refine ⟨measurableSet_Ioo.diff measurableSet_Ioo, ?_⟩
  rw [MeasureTheory.measure_sdiff (Set.Ioo_subset_Ioo (by linarith) (by linarith))
    measurableSet_Ioo.nullMeasurableSet (by simp [Real.volume_Ioo]),
    Real.volume_Ioo, Real.volume_Ioo, ← ENNReal.ofReal_sub _ (by
      have : (0 : ℝ) ≤ k := Nat.cast_nonneg k
      linarith)]
  rw [show (k : ℝ) + 1 - -((k : ℝ) + 1) - (k - -(k : ℝ)) = 2 by ring]
  norm_num
```

A cell is a product of two such sets, so its area is 2 · 2 = 4. A point (x, y) determines its cell through a = ⌊|x|⌋ + 1 and b = ⌊|y|⌋ + 1, so distinct cells are disjoint. The cells of the counted pairs together have area 4N(R), which is `volume_cells`. Its proof carries the product area over to the complex plane and sums over the disjoint cells.

```lean
/-- The cells of the modes in a disc together have area four times the number of modes. -/
theorem volume_cells (R : ℝ) :
    volume (⋃ p ∈ (modes_finite R).toFinset, cell p) = ((modes R).ncard : ENNReal) * 4 := by
  have hc : ∀ p ∈ (modes_finite R).toFinset, MeasurableSet (cell p) ∧ volume (cell p) = 4 := by
    intro p hp
    obtain ⟨h1, h2, _⟩ := (modes_finite R).mem_toFinset.mp hp
    have h : cell p = Complex.measurableEquivRealProd ⁻¹'
        ({x : ℝ | ⌊|x|⌋₊ + 1 = p.1} ×ˢ {x : ℝ | ⌊|x|⌋₊ + 1 = p.2}) := by
      ext z
      simp [cell, Complex.measurableEquivRealProd_apply]
    rw [h]
    refine ⟨Complex.measurableEquivRealProd.measurable
      ((volume_shell h1).1.prod (volume_shell h2).1), ?_⟩
    rw [Complex.volume_preserving_equiv_real_prod.measure_preimage_equiv,
      Measure.volume_eq_prod, Measure.prod_prod, (volume_shell h1).2, (volume_shell h2).2]
    norm_num
  -- a point determines its cell, so distinct cells are disjoint
  rw [measure_biUnion_finset _ fun p hp => (hc p hp).1,
    Finset.sum_congr rfl fun p hp => (hc p hp).2, Finset.sum_const, nsmul_eq_mul,
    Set.ncard_eq_toFinset_card _ (modes_finite R)]
  intro p _ q _ hpq
  exact Set.disjoint_left.mpr fun z hz hz' =>
    hpq (Prod.ext (hz.1.symm.trans hz'.1) (hz.2.symm.trans hz'.2))

/-- The area of a disc of radius `r ≥ 0` is `π r²`. -/
theorem disc_area {r : ℝ} (hr : 0 ≤ r) :
    (volume (Metric.closedBall (0 : ℂ) r)).toReal = π * r ^ 2 := by
  rw [Complex.volume_closedBall]
  simp [ENNReal.toReal_mul, ENNReal.toReal_ofReal hr, mul_comm]
```

If (x, y) lies in the cell of a counted pair, then |x| < a and |y| < b, so

x² + y² < a² + b² ≤ R².

All these cells lie in the disc of radius |R|. Comparing areas gives 4N(R) ≤ πR². In `count_le`, the inclusion `hsub` is this inequality, and monotonicity of area does the rest.

```lean
/-- The number of modes in the disc of radius `|R|` is at most a quarter of the disc's area. -/
theorem count_le (R : ℝ) : ((modes R).ncard : ℝ) ≤ π * R ^ 2 / 4 := by
  have hsub : (⋃ p ∈ (modes_finite R).toFinset, cell p) ⊆ Metric.closedBall (0 : ℂ) |R| := by
    intro z hz
    simp only [Set.mem_iUnion] at hz
    obtain ⟨p, hp, h1, h2⟩ := hz
    obtain ⟨_, _, h⟩ := (modes_finite R).mem_toFinset.mp hp
    have ha := Nat.lt_floor_add_one |z.re|
    have hb := Nat.lt_floor_add_one |z.im|
    rw [← h1, ← h2] at h
    push_cast at h
    have hz2 : ‖z‖ ^ 2 = |z.re| ^ 2 + |z.im| ^ 2 := by
      rw [Complex.sq_norm, Complex.normSq_apply, sq_abs, sq_abs]; ring
    rw [mem_closedBall_zero_iff]
    refine (le_abs_self _).trans (sq_le_sq.mp ?_)
    nlinarith [abs_nonneg z.re, abs_nonneg z.im]
  have h := ENNReal.toReal_mono measure_closedBall_lt_top.ne (measure_mono (μ := volume) hsub)
  rw [volume_cells, disc_area (abs_nonneg R), sq_abs, ENNReal.toReal_mul,
    ENNReal.toReal_natCast, ENNReal.toReal_ofNat] at h
  linarith
```

If zero labels were admitted, the pair (0, 0) would already break the bound at R = 0. The limit would survive, because for R ≥ 0 at most 2R + 1 pairs would be added.

## The condition R ≥ √2 and the lower bound

The smallest admissible pair is (1, 1), at distance √2 from the origin. The condition R ≥ √2 therefore says that the energy limit reaches the ground state.

Take a point (x, y) at distance r ≤ R − √2 from the origin, and let (a, b) be the outer corner belonging to it. Then a ≤ |x| + 1 and b ≤ |y| + 1. Also

2r² − (|x| + |y|)² = (|x| − |y|)² ≥ 0,

so |x| + |y| ≤ √2 r. Therefore

a² + b² ≤ r² + 2(|x| + |y|) + 2 ≤ r² + 2√2 r + 2 = (r + √2)² ≤ R².

The pair is counted, so the cells cover the disc of radius R − √2, and π(R − √2)² ≤ 4N(R).

```lean
/-- For `R ≥ √2` the number of modes in the disc of radius `R` is at least the area of the quarter
disc of radius `R - √2`. -/
theorem le_count {R : ℝ} (hR : √2 ≤ R) :
    π * (R - √2) ^ 2 / 4 ≤ ((modes R).ncard : ℝ) := by
  have hsub : Metric.closedBall (0 : ℂ) (R - √2) ⊆
      ⋃ p ∈ (modes_finite R).toFinset, cell p := by
    intro z hz
    rw [mem_closedBall_zero_iff] at hz
    simp only [Set.mem_iUnion]
    refine ⟨(⌊|z.re|⌋₊ + 1, ⌊|z.im|⌋₊ + 1), ?_, rfl, rfl⟩
    refine (modes_finite R).mem_toFinset.mpr ⟨Nat.le_add_left _ _, Nat.le_add_left _ _, ?_⟩
    push_cast
    have hz2 : ‖z‖ ^ 2 = |z.re| ^ 2 + |z.im| ^ 2 := by
      rw [Complex.sq_norm, Complex.normSq_apply, sq_abs, sq_abs]; ring
    have hs : √2 ^ 2 = (2 : ℝ) := Real.sq_sqrt (by norm_num)
    have hsum : |z.re| + |z.im| ≤ √2 * ‖z‖ := by
      refine (sq_le_sq₀ (by positivity) (by positivity)).mp ?_
      rw [mul_pow, hs, hz2]
      nlinarith [sq_nonneg (|z.re| - |z.im|)]
    -- the outer corner is at most √2 farther from the origin than the point
    have ha : ((⌊|z.re|⌋₊ : ℝ) + 1) ^ 2 ≤ (|z.re| + 1) ^ 2 := by
      gcongr
      exact Nat.floor_le (abs_nonneg _)
    have hb : ((⌊|z.im|⌋₊ : ℝ) + 1) ^ 2 ≤ (|z.im| + 1) ^ 2 := by
      gcongr
      exact Nat.floor_le (abs_nonneg _)
    have hc : (‖z‖ + √2) ^ 2 ≤ R ^ 2 :=
      pow_le_pow_left₀ (by positivity) (by linarith) 2
    nlinarith
  have hfin : volume (⋃ p ∈ (modes_finite R).toFinset, cell p) ≠ ⊤ := by
    rw [volume_cells]
    exact ENNReal.mul_ne_top (ENNReal.natCast_ne_top _) (by norm_num)
  have h := ENNReal.toReal_mono hfin (measure_mono (μ := volume) hsub)
  rw [volume_cells, disc_area (sub_nonneg.mpr hR), ENNReal.toReal_mul,
    ENNReal.toReal_natCast, ENNReal.toReal_ofNat] at h
  linarith
```

In `le_count`, `hsum` is the bound on |x| + |y|, `ha` and `hb` bound the corner, and `hc` is the last inequality. The condition on R enters only through `disc_area`, which needs a nonnegative radius R − √2.

At R = √2 the bounds read 0 ≤ 1 ≤ π/2. Below √2 the lower bound is always false. For −√2 < R < √2 no state is counted while the left side is positive, and for R ≤ −√2 the left side exceeds the upper bound πR²/4.

## Large R

Dividing both bounds by R² gives, for R ≥ √2,

(π/4)(1 − √2/R)² ≤ N(R)/R² ≤ π/4.

The left side tends to π/4, so the ratio does too. The proof of `weyl_law` is this squeeze: `hlow` is the limit of the left side, and the two bounds are supplied for all sufficiently large R.

```lean
/-- Weyl law for the square box: the number of modes in the disc of radius `R`, divided by `R²`,
tends to `π/4` as `R` grows. -/
theorem weyl_law : Tendsto (fun R : ℝ => ((modes R).ncard : ℝ) / R ^ 2) atTop (𝓝 (π / 4)) := by
  have h0 : Tendsto (fun R : ℝ => √2 / R) atTop (𝓝 0) :=
    tendsto_const_nhds.div_atTop tendsto_id
  have hlow : Tendsto (fun R : ℝ => π / 4 * (1 - √2 / R) ^ 2) atTop (𝓝 (π / 4)) := by
    simpa using ((h0.const_sub 1).pow 2).const_mul (π / 4)
  refine tendsto_of_tendsto_of_tendsto_of_le_of_le' hlow tendsto_const_nhds ?_ ?_
  · filter_upwards [eventually_ge_atTop (√2), eventually_gt_atTop 0] with R hR hpos
    rw [le_div_iff₀ (by positivity)]
    have e : (1 - √2 / R) * R = R - √2 := by
      rw [sub_mul, one_mul, div_mul_cancel₀ _ hpos.ne']
    calc π / 4 * (1 - √2 / R) ^ 2 * R ^ 2 = π / 4 * ((1 - √2 / R) * R) ^ 2 := by ring
      _ = π * (R - √2) ^ 2 / 4 := by rw [e]; ring
      _ ≤ _ := le_count hR
  · filter_upwards [eventually_gt_atTop 0] with R hpos
    rw [div_le_iff₀ (by positivity)]
    linarith [count_le R]
```

Weyl's law is usually stated for domains of general shape. The argument here relies on the explicit energies of the square and gives the leading term for that shape alone.

## Positive ℏ, mass and side in the energy law

With ℏ, m and L positive, set c = 2mL²/(ℏ²π²). Then E(a, b) ≤ E is equivalent to a² + b² ≤ cE, so for E > 0 the number of states up to E is N(√(cE)). With R = √(cE),

N(√(cE))/E = c · N(R)/R² → cπ/4 = mL²/(2πℏ²).

```lean
/-- For positive `ℏ`, mass and side, the number of modes with energy at most `E`, divided by `E`,
tends to `m L² / (2 π ℏ²)` as `E` grows. -/
theorem weyl_law_energy {ℏ m L : ℝ} (hh : 0 < ℏ) (hm : 0 < m) (hL : 0 < L) :
    Tendsto (fun E : ℝ => ((modesBelow ℏ m L E).ncard : ℝ) / E) atTop
      (𝓝 (m * L ^ 2 / (2 * π * ℏ ^ 2))) := by
  obtain ⟨c, hcdef⟩ : ∃ c, c = 2 * m * L ^ 2 / (ℏ ^ 2 * π ^ 2) := ⟨_, rfl⟩
  have hc : 0 < c := by rw [hcdef]; positivity
  have hconst : c * (π / 4) = m * L ^ 2 / (2 * π * ℏ ^ 2) := by
    rw [hcdef, div_mul_div_comm, div_eq_div_iff (by positivity) (by positivity)]
    ring
  have hR : Tendsto (fun E : ℝ => √(c * E)) atTop atTop :=
    Real.tendsto_sqrt_atTop.comp (tendsto_id.const_mul_atTop hc)
  rw [← hconst]
  refine ((weyl_law.comp hR).const_mul c).congr' ?_
  filter_upwards [eventually_gt_atTop 0] with E hE
  have hsq : √(c * E) ^ 2 = c * E := Real.sq_sqrt (by positivity)
  -- an energy cutoff is a cutoff on the radius in the plane of quantum numbers
  have hset : modes (√(c * E)) = modesBelow ℏ m L E := by
    ext p
    have hiff : (p.1 : ℝ) ^ 2 + (p.2 : ℝ) ^ 2 ≤ √(c * E) ^ 2 ↔ energy ℏ m L p.1 p.2 ≤ E := by
      rw [hsq, hcdef, energy, div_mul_eq_mul_div, le_div_iff₀ (by positivity),
        div_le_iff₀ (by positivity)]
      constructor <;> intro h <;> linarith
    exact and_congr_right fun _ => and_congr_right fun _ => hiff
  simp only [Function.comp_apply]
  rw [hsq, hset, ← mul_div_assoc, mul_div_mul_left _ _ hc.ne']

end

end SquareBoxWeyl
```

In the proof, `hset` identifies the two sets of pairs, `hR` says that the radius grows with E, and `hconst` evaluates the constant. Positivity gives c > 0 and permits the inequalities to be multiplied through. With m < 0 and nonzero ℏ and L, every energy would be negative, infinitely many states would lie below any E > 0, and the law would fail. The signs of ℏ and L are conventional, since only their squares occur.

For a single spinless particle in this box, the limit agrees with the semiclassical rule of one state per phase-space volume (2πℏ)². Divided by the area L², it becomes m/(2πℏ²), the density of states per unit area and per spin direction of a free two-dimensional electron gas.

```lean
#print axioms SquareBoxWeyl.wave_is_mode
#print axioms SquareBoxWeyl.weyl_law
#print axioms SquareBoxWeyl.weyl_law_energy
```

```
'SquareBoxWeyl.wave_is_mode' depends on axioms: [propext, Classical.choice, Quot.sound]
'SquareBoxWeyl.weyl_law' depends on axioms: [propext, Classical.choice, Quot.sound]
'SquareBoxWeyl.weyl_law_energy' depends on axioms: [propext, Classical.choice, Quot.sound]
```
